# The adaptively compressed exchange operator matches a fixed exchange matrix on the orbitals it is built from

In a hybrid-functional calculation with a large basis, an iterative eigensolver applies the exchange operator $V$ to trial vectors again and again. The adaptively compressed exchange (ACE) method applies $V$ once to the current orbitals, stores the result, and uses a low-rank operator $V_{\mathrm{ACE}}$ in its place during the inner iterations. The replacement rests on the identity $V_{\mathrm{ACE}}\Phi = V\Phi$, where the columns of $\Phi$ are those orbitals. It holds for Hermitian $V$ whenever $-\Phi^\dagger V\Phi = LL^\dagger$ with $L$ invertible.

For a finite matrix $V$ held fixed, this has a direct use: if the inner solver returns the orbitals it started from, so that $(h+V_{\mathrm{ACE}})\Phi=\Phi E$ with $h$ the rest of the Hamiltonian and $E$ the diagonal matrix of orbital energies, then $(h+V)\Phi=\Phi E$ as well.

## Orbitals, exchange matrix and factor

Let $V$ be the $n\times n$ matrix of the exchange operator in a finite orthonormal basis, and let $\Phi$ be the $n\times k$ matrix of orbital coefficients. Write $W=V\Phi$. In Lean, `n` and `k` are finite index types, so the number of orbitals is `Fintype.card k`.

```lean
import Mathlib

open Matrix
open scoped ComplexOrder

namespace AdaptivelyCompressedExchange

noncomputable section

variable {n k : Type*} [Fintype n] [Fintype k] [DecidableEq k]
```

The factorization $-\Phi^\dagger W=LL^\dagger$ with invertible $L$ exists exactly when $-\Phi^\dagger V\Phi$ is positive definite. That is, the orbitals are linearly independent and every nonzero combination of them has a strictly negative exchange expectation value. The compressed vectors are the columns of

$$\xi = W(L^\dagger)^{-1}.$$

```lean
/-- The compressed exchange vectors `ξ = V Φ (L†)⁻¹`, one column per orbital,
for an invertible factor `L`. -/
def aceVectors (V : Matrix n n ℂ) (Φ : Matrix n k ℂ) (L : Matrix k k ℂ) : Matrix n k ℂ :=
  V * Φ * (Lᴴ)⁻¹
```

The compressed operator is

$$V_{\mathrm{ACE}}=-\xi\xi^\dagger .$$

```lean
/-- The adaptively compressed exchange operator `V_ACE = -ξ ξ†`, for an invertible
factor `L`. -/
def aceOperator (V : Matrix n n ℂ) (Φ : Matrix n k ℂ) (L : Matrix k k ℂ) : Matrix n n ℂ :=
  -(aceVectors V Φ L * (aceVectors V Φ L)ᴴ)
```

Here `ᴴ` is the conjugate transpose, and $W$ appears written out as `V * Φ`. The orbitals need not be orthonormal, and $L$ need not be triangular, although a Cholesky factor is the usual choice. The matrix $V$ is given: its dependence on the orbitals during a self-consistent cycle, and the convergence of that cycle, are not part of the model.

## The factor drops out

Since $\Phi^\dagger W=-LL^\dagger$ is a product of invertible matrices up to sign, it is invertible, with

$$(\Phi^\dagger W)^{-1}=-(L^\dagger)^{-1}L^{-1}.$$

Because $\xi^\dagger=L^{-1}W^\dagger$, it follows that

$$V_{\mathrm{ACE}}=-W(L^\dagger)^{-1}L^{-1}W^\dagger=W(\Phi^\dagger W)^{-1}W^\dagger .$$

```lean
/-- If `-Φ†VΦ = L L†` with `L` invertible, then the exchange matrix `Φ†VΦ` between the
orbitals is invertible and `V_ACE = W (Φ†W)⁻¹ W†` with `W = VΦ`. -/
theorem aceOperator_closed_form {V : Matrix n n ℂ} {Φ : Matrix n k ℂ} {L : Matrix k k ℂ}
    (hL : IsUnit L.det) (hfac : -(Φᴴ * (V * Φ)) = L * Lᴴ) :
    IsUnit (Φᴴ * (V * Φ)).det ∧
      aceOperator V Φ L = V * Φ * (Φᴴ * (V * Φ))⁻¹ * (V * Φ)ᴴ := by
  have hL' : IsUnit (Lᴴ).det := by
    rw [Matrix.det_conjTranspose]
    exact hL.star
  have hM : Φᴴ * (V * Φ) = -(L * Lᴴ) := by rw [← hfac, neg_neg]
  -- the factorization supplies the inverse of the orbital exchange matrix
  have hright : Φᴴ * (V * Φ) * -((Lᴴ)⁻¹ * L⁻¹) = 1 := by
    rw [hM, neg_mul_neg, Matrix.mul_assoc, ← Matrix.mul_assoc Lᴴ,
      Matrix.mul_nonsing_inv _ hL', Matrix.one_mul, Matrix.mul_nonsing_inv _ hL]
  constructor
  · apply (Matrix.isUnit_iff_isUnit_det _).1
    rw [hM]
    exact (((Matrix.isUnit_iff_isUnit_det _).2 hL).mul
      ((Matrix.isUnit_iff_isUnit_det _).2 hL')).neg
  · rw [Matrix.inv_eq_right_inv hright]
    simp only [aceOperator, aceVectors, Matrix.conjTranspose_mul,
      Matrix.conjTranspose_nonsing_inv, Matrix.conjTranspose_conjTranspose,
      Matrix.mul_neg, Matrix.neg_mul, Matrix.mul_assoc]
```

The hypothesis `hL` says that $\det L$ is a unit, which over the complex numbers means nonzero, and `hfac` is the factorization. The step `hright` multiplies $\Phi^\dagger W$ by the proposed inverse and obtains the identity; `Matrix.inv_eq_right_inv` then identifies it as the inverse. Hermiticity of $V$ is not used here. The closed form shows that any two admissible factors give the same operator.

## Exactness on the orbitals

Now let $V$ be Hermitian. Then $W^\dagger\Phi=\Phi^\dagger V\Phi=\Phi^\dagger W$, and therefore

$$V_{\mathrm{ACE}}\Phi=W(\Phi^\dagger W)^{-1}W^\dagger\Phi=W(\Phi^\dagger W)^{-1}\Phi^\dagger W=W=V\Phi .$$

```lean
/-- For Hermitian `V` and `-Φ†VΦ = L L†` with `L` invertible, the compressed operator acts
on the orbitals exactly as the full exchange operator does: `V_ACE Φ = V Φ`. -/
theorem aceOperator_mul_orbitals {V : Matrix n n ℂ} {Φ : Matrix n k ℂ} {L : Matrix k k ℂ}
    (hV : V.IsHermitian) (hL : IsUnit L.det) (hfac : -(Φᴴ * (V * Φ)) = L * Lᴴ) :
    aceOperator V Φ L * Φ = V * Φ := by
  obtain ⟨hu, h⟩ := aceOperator_closed_form hL hfac
  have hW : (V * Φ)ᴴ * Φ = Φᴴ * (V * Φ) := by
    rw [Matrix.conjTranspose_mul, hV.eq, Matrix.mul_assoc]
  rw [h, Matrix.mul_assoc, hW, Matrix.mul_assoc, Matrix.nonsing_inv_mul _ hu, Matrix.mul_one]
```

The step `hW` is the equality $W^\dagger\Phi=\Phi^\dagger W$. The final rewrite inserts the closed form and cancels the inverse.

## Sign and rank

The form $-\xi\xi^\dagger$ is Hermitian, and for every vector $x$

$$x^\dagger V_{\mathrm{ACE}}\,x=-\lVert\xi^\dagger x\rVert^2\le 0 .$$

The rank is at most $k$, because $\xi$ has $k$ columns. It is also at least $k$: multiplication by further matrices cannot raise a rank, so

$$k=\operatorname{rank}(\Phi^\dagger W)=\operatorname{rank}(\Phi^\dagger V_{\mathrm{ACE}}\Phi)\le\operatorname{rank}V_{\mathrm{ACE}} .$$

```lean
/-- Let `V` be Hermitian and `-Φ†VΦ = L L†` with `L` invertible. Then `V_ACE` is Hermitian,
negative semidefinite, of rank equal to the number of orbitals, equal to `W (Φ†W)⁻¹ W†` with
`W = VΦ`, and it agrees with `V` on the orbitals. -/
theorem adaptively_compressed_exchange {V : Matrix n n ℂ} {Φ : Matrix n k ℂ}
    {L : Matrix k k ℂ} (hV : V.IsHermitian) (hL : IsUnit L.det)
    (hfac : -(Φᴴ * (V * Φ)) = L * Lᴴ) :
    (aceOperator V Φ L).IsHermitian ∧
    (-aceOperator V Φ L).PosSemidef ∧
    (aceOperator V Φ L).rank = Fintype.card k ∧
    aceOperator V Φ L = V * Φ * (Φᴴ * (V * Φ))⁻¹ * (V * Φ)ᴴ ∧
    aceOperator V Φ L * Φ = V * Φ := by
  obtain ⟨hu, h⟩ := aceOperator_closed_form hL hfac
  have hrep := aceOperator_mul_orbitals hV hL hfac
  refine ⟨?_, ?_, ?_, h, hrep⟩
  · simp [Matrix.IsHermitian, aceOperator, Matrix.conjTranspose_mul]
  · rw [aceOperator, neg_neg]
    exact Matrix.posSemidef_self_mul_conjTranspose _
  · apply le_antisymm
    · have e : aceOperator V Φ L = -aceVectors V Φ L * (aceVectors V Φ L)ᴴ := by
        rw [Matrix.neg_mul]
        rfl
      rw [e]
      exact (Matrix.rank_mul_le_left _ _).trans (Matrix.rank_le_card_width _)
    · -- the invertible block between the orbitals bounds the rank from below
      calc Fintype.card k = (Φᴴ * (V * Φ)).rank :=
            (Matrix.rank_of_isUnit _ ((Matrix.isUnit_iff_isUnit_det _).2 hu)).symm
        _ = (Φᴴ * (aceOperator V Φ L * Φ)).rank := by rw [hrep]
        _ ≤ (aceOperator V Φ L * Φ).rank := Matrix.rank_mul_le_right _ _
        _ ≤ (aceOperator V Φ L).rank := Matrix.rank_mul_le_left _ _
```

The conclusion lists five properties: Hermiticity, negative semidefiniteness, rank equal to the number of orbitals, the closed form and exactness on the orbitals. Negative semidefiniteness is expressed as `(-aceOperator V Φ L).PosSemidef`. In the proof, `le_antisymm` separates the two rank bounds, and the `calc` block is the displayed chain with one matrix removed at a time.

## No other Hermitian matrix of this rank will do

Suppose $B$ is Hermitian, has rank at most $k$, and satisfies $B\Phi=V\Phi=W$. Every vector $Wx=B(\Phi x)$ lies in the range of $B$. The range of $W$ has dimension at least $\operatorname{rank}(\Phi^\dagger W)=k$, while that of $B$ has dimension at most $k$, so the two ranges coincide.

For any $x$ there is thus a coefficient vector $c$ with $Bx=Wc$. Multiplying by $\Phi^\dagger$ and using $\Phi^\dagger B=(B\Phi)^\dagger=W^\dagger$ gives

$$\Phi^\dagger W\,c=W^\dagger x,\qquad c=(\Phi^\dagger W)^{-1}W^\dagger x .$$

Hence $Bx=W(\Phi^\dagger W)^{-1}W^\dagger x=V_{\mathrm{ACE}}\,x$.

```lean
/-- Let `-Φ†VΦ = L L†` with `L` invertible. A Hermitian operator whose rank is at most the
number of orbitals and which agrees with `V` on the orbitals is equal to `V_ACE`. -/
theorem aceOperator_unique [DecidableEq n] {V B : Matrix n n ℂ} {Φ : Matrix n k ℂ}
    {L : Matrix k k ℂ} (hL : IsUnit L.det) (hfac : -(Φᴴ * (V * Φ)) = L * Lᴴ)
    (hB : B.IsHermitian) (hrank : B.rank ≤ Fintype.card k) (hBΦ : B * Φ = V * Φ) :
    B = aceOperator V Φ L := by
  obtain ⟨hu, h⟩ := aceOperator_closed_form hL hfac
  have hW : Fintype.card k ≤ (V * Φ).rank := by
    rw [← Matrix.rank_of_isUnit _ ((Matrix.isUnit_iff_isUnit_det _).2 hu)]
    exact Matrix.rank_mul_le_right _ _
  -- by dimension, the range of `B` is the span of the columns of `VΦ`
  have hle : LinearMap.range (V * Φ).mulVecLin ≤ LinearMap.range B.mulVecLin := by
    rintro _ ⟨x, rfl⟩
    refine ⟨Φ *ᵥ x, ?_⟩
    simp only [Matrix.mulVecLin_apply, Matrix.mulVec_mulVec, hBΦ]
  have heq := Submodule.eq_of_le_of_finrank_le hle (hrank.trans hW)
  have hadj : Φᴴ * B = (V * Φ)ᴴ := by rw [← hBΦ, Matrix.conjTranspose_mul, hB.eq]
  apply Matrix.toLin'.injective
  refine LinearMap.ext fun x => ?_
  rw [Matrix.toLin'_apply, Matrix.toLin'_apply]
  have hx : B *ᵥ x ∈ LinearMap.range (V * Φ).mulVecLin := by
    rw [heq]
    exact ⟨x, rfl⟩
  obtain ⟨c, hc⟩ := hx
  rw [Matrix.mulVecLin_apply] at hc
  -- Hermiticity fixes the expansion coefficients
  have hc' : c = (Φᴴ * (V * Φ))⁻¹ *ᵥ ((V * Φ)ᴴ *ᵥ x) := by
    rw [← hadj, ← Matrix.mulVec_mulVec, ← hc, Matrix.mulVec_mulVec, Matrix.mulVec_mulVec,
      Matrix.mul_assoc, Matrix.nonsing_inv_mul _ hu, Matrix.one_mulVec]
  rw [h, ← hc, hc', Matrix.mulVec_mulVec, Matrix.mulVec_mulVec]
```

The inclusion of ranges is `hle`, and `heq` upgrades it to equality by comparing dimensions. The step `hadj` is $\Phi^\dagger B=W^\dagger$, and `hc'` solves for the coefficients. The theorem requires Hermiticity of $B$ but does not assume it for $V$.

## The error has one sign

For exact exchange with the Coulomb kernel, $-x^\dagger Vx$ is a sum of Coulomb self-repulsion integrals of the pair densities formed from $x$ and the occupied orbitals, and each of these integrals is nonnegative. This is the physics behind the stronger hypothesis that $-V$ is positive semidefinite.

Set $C=(\Phi^\dagger W)^{-1}W^\dagger$ and $Q=1-\Phi C$. Then $V_{\mathrm{ACE}}=V\Phi C$, so $VQ=V-V_{\mathrm{ACE}}$. Taking the adjoint of $V_{\mathrm{ACE}}\Phi=V\Phi$ gives $\Phi^\dagger(V_{\mathrm{ACE}}-V)=0$. Consequently

$$Q^\dagger(-V)Q=(1-C^\dagger\Phi^\dagger)(V_{\mathrm{ACE}}-V)=V_{\mathrm{ACE}}-V .$$

The left-hand side is positive semidefinite, since $x^\dagger Q^\dagger(-V)Qx=(Qx)^\dagger(-V)(Qx)\ge0$.

```lean
/-- Let `V` be negative semidefinite and `-Φ†VΦ = L L†` with `L` invertible. Then
`V_ACE - V` is positive semidefinite. -/
theorem aceOperator_sub_posSemidef [DecidableEq n] {V : Matrix n n ℂ} {Φ : Matrix n k ℂ}
    {L : Matrix k k ℂ} (hneg : (-V).PosSemidef) (hL : IsUnit L.det)
    (hfac : -(Φᴴ * (V * Φ)) = L * Lᴴ) :
    (aceOperator V Φ L - V).PosSemidef := by
  have hV : V.IsHermitian := by simpa using hneg.isHermitian.neg
  obtain ⟨hA, -, -, h, hrep⟩ := adaptively_compressed_exchange hV hL hfac
  obtain ⟨C, hC⟩ : ∃ C, aceOperator V Φ L = V * Φ * C :=
    ⟨(Φᴴ * (V * Φ))⁻¹ * (V * Φ)ᴴ, by rw [h, Matrix.mul_assoc]⟩
  have hVQ : V * (1 - Φ * C) = V - aceOperator V Φ L := by
    rw [Matrix.mul_sub, Matrix.mul_one, hC, Matrix.mul_assoc]
  have hl := congrArg Matrix.conjTranspose hrep
  rw [Matrix.conjTranspose_mul, Matrix.conjTranspose_mul, hA.eq, hV.eq] at hl
  have hz : Φᴴ * (aceOperator V Φ L - V) = 0 := by rw [Matrix.mul_sub, hl, sub_self]
  -- the error is a congruence transform of `-V`
  have key : (1 - Φ * C)ᴴ * (-V) * (1 - Φ * C) = aceOperator V Φ L - V := by
    rw [Matrix.mul_assoc, Matrix.neg_mul, hVQ, neg_sub, Matrix.conjTranspose_sub,
      Matrix.conjTranspose_one, Matrix.conjTranspose_mul, Matrix.sub_mul, Matrix.one_mul,
      Matrix.mul_assoc, hz, Matrix.mul_zero, sub_zero]
  rw [← key]
  exact hneg.conjTranspose_mul_mul_same _
```

The steps `hVQ` and `hz` are the two identities before the display, and `key` is the display itself. In words, $x^\dagger Vx\le x^\dagger V_{\mathrm{ACE}}\,x\le 0$ for every $x$: compression can weaken the exchange attraction felt by a trial vector, but never strengthen it. The theorem gives the sign of the error and no estimate of its size.

The same argument describes a partial Cholesky decomposition. Let $A$ be positive semidefinite, put $V=-A$, and let $\Phi$ consist of the columns of the identity matrix that belong to an index set $I$ with $A_{II}$ invertible. Then

$$-V_{\mathrm{ACE}}=A_{:,I}\,(A_{II})^{-1}A_{I,:},$$

which is the matrix built up by Cholesky steps with pivots $I$. It reproduces the selected columns of $A$ and leaves a positive semidefinite remainder. For real orbitals $\varphi_p$, the Coulomb repulsion integrals between the pair densities $\varphi_p\varphi_q$ and $\varphi_r\varphi_s$, arranged with row index $pq$ and column index $rs$, form such an $A$.

## Two basis functions and one orbital

Take

$$V=\begin{pmatrix}-4&2\\2&-2\end{pmatrix},\qquad \Phi=\begin{pmatrix}1\\0\end{pmatrix}.$$

Then $W=(-4,2)^{T}$ and $-\Phi^\dagger W=4$, so $L=2$ and $\xi=(-2,1)^{T}$. This gives

$$V_{\mathrm{ACE}}=\begin{pmatrix}-4&2\\2&-1\end{pmatrix},\qquad V_{\mathrm{ACE}}-V=\begin{pmatrix}0&0\\0&1\end{pmatrix}.$$

Moreover $-V=R^\dagger R$ with $R=\begin{pmatrix}2&-1\\0&1\end{pmatrix}$, so $-V$ is positive semidefinite.

```lean
/-- A two-level example with one orbital: `V = [[-4, 2], [2, -2]]`, `Φ = (1, 0)` and `L = 2`
satisfy the hypotheses, and `V_ACE = [[-4, 2], [2, -1]]`. -/
theorem aceOperator_witness :
    (-(!![-4, 2; 2, -2] : Matrix (Fin 2) (Fin 2) ℂ)).PosSemidef ∧
    IsUnit (!![2] : Matrix (Fin 1) (Fin 1) ℂ).det ∧
    -((!![1; 0] : Matrix (Fin 2) (Fin 1) ℂ)ᴴ *
        ((!![-4, 2; 2, -2] : Matrix (Fin 2) (Fin 2) ℂ) *
          (!![1; 0] : Matrix (Fin 2) (Fin 1) ℂ))) =
      (!![2] : Matrix (Fin 1) (Fin 1) ℂ) * (!![2] : Matrix (Fin 1) (Fin 1) ℂ)ᴴ ∧
    aceOperator !![-4, 2; 2, -2] (!![1; 0] : Matrix (Fin 2) (Fin 1) ℂ) !![2] =
      !![-4, 2; 2, -1] := by
  have h2 : (starRingEnd ℂ) 2 = 2 := Complex.conj_eq_iff_im.2 (by simp)
  refine ⟨?_, ?_, ?_, ?_⟩
  · have e : -(!![-4, 2; 2, -2] : Matrix (Fin 2) (Fin 2) ℂ) =
        (!![2, -1; 0, 1] : Matrix (Fin 2) (Fin 2) ℂ)ᴴ *
          (!![2, -1; 0, 1] : Matrix (Fin 2) (Fin 2) ℂ) := by
      ext i j
      fin_cases i <;> fin_cases j <;>
        norm_num [Matrix.mul_apply, Fin.sum_univ_succ, h2]
    rw [e]
    exact Matrix.posSemidef_conjTranspose_mul_self _
  · simp
  · ext i j
    fin_cases i
    fin_cases j
    norm_num [Matrix.mul_apply, Fin.sum_univ_succ]
  · have hi : ((!![2] : Matrix (Fin 1) (Fin 1) ℂ)ᴴ)⁻¹ = !![1 / 2] := by
      apply Matrix.inv_eq_right_inv
      ext i j
      fin_cases i
      fin_cases j
      norm_num [Matrix.mul_apply]
    rw [aceOperator, aceVectors, hi]
    ext i j
    fin_cases i <;> fin_cases j <;>
      norm_num [Matrix.mul_apply, Matrix.vecMul, dotProduct, Fin.sum_univ_succ, h2]

end

end AdaptivelyCompressedExchange
```

The four parts of the statement are the sign of $V$, the invertibility of $L$, the factorization and the value of $V_{\mathrm{ACE}}$. The first is proved through the factor $R$, the second by simplifying the determinant, and the third entry by entry. For the fourth, the inverse of $L^\dagger$ is found first and the matrices are then compared entry by entry.

The example also shows what the uniqueness hypotheses do. The matrix $V$ is itself Hermitian, agrees with $V$ on $\Phi$ and has rank 2, so a rank bound of $k+1$ would not single out $V_{\mathrm{ACE}}$. The matrix $\begin{pmatrix}-4&0\\2&0\end{pmatrix}$ has rank 1 and the same action on $\Phi$, but it is not Hermitian and differs from $V_{\mathrm{ACE}}$.

```lean
#print axioms AdaptivelyCompressedExchange.aceOperator_mul_orbitals
#print axioms AdaptivelyCompressedExchange.aceOperator_unique
#print axioms AdaptivelyCompressedExchange.aceOperator_sub_posSemidef
```

```
'AdaptivelyCompressedExchange.aceOperator_mul_orbitals' depends on axioms: [propext, Classical.choice, Quot.sound]
'AdaptivelyCompressedExchange.aceOperator_unique' depends on axioms: [propext, Classical.choice, Quot.sound]
'AdaptivelyCompressedExchange.aceOperator_sub_posSemidef' depends on axioms: [propext, Classical.choice, Quot.sound]
```
